# On a ring of at least three sites with hopping amplitudes exp(i t_j), the matrix element from site j to site j + 1 is exp(i t_j) alone

The Hamiltonian here is an N × N complex matrix for one particle on a finite ring, with no on-site energies. The hop from site j to site j + 1, counted cyclically, has amplitude exp(i t_j) with t_j real, and the reverse hop has the conjugate amplitude. The lemma says that for N ≥ 3 the entry in row j + 1 and column j is exactly exp(i t_j); on two sites, a reverse hop would add to the same entry. The proof first shows that j and j + 2 are different sites, then unfolds the matrix and evaluates the two conditionals in its definition, keeping the first term and dropping the second.

Lean 4 with Mathlib refuses this proof:

```lean
import Mathlib

open Matrix
open Complex (I)

namespace RingHamiltonianHop

noncomputable section

variable {N : ℕ} [NeZero N]

/-- The ring Hamiltonian with hopping amplitude `exp (i t_j)` from site `j` to site `j + 1`
(cyclically), plus the conjugate hoppings. -/
def ringHamiltonian (t : Fin N → ℝ) : Matrix (Fin N) (Fin N) ℂ :=
  Matrix.of fun a b =>
    (if a = b + 1 then Complex.exp (t b * I) else 0) +
    (if b = a + 1 then Complex.exp (-(t a * I)) else 0)

/-- On a ring of at least three sites the matrix element from `j` to `j + 1` is the single
hopping amplitude `exp (i t_j)`. -/
theorem ringHamiltonian_hop (hN : 3 ≤ N) (t : Fin N → ℝ) (j : Fin N) :
    ringHamiltonian t (j + 1) j = Complex.exp (t j * I) := by
  have hne : j ≠ j + 1 + 1 := by
    intro h
    have h2 : (1 + 1 : Fin N) = 0 :=
      add_left_cancel (a := j) (by rw [add_zero, ← add_assoc]; exact h.symm)
    have h1 : ((1 : Fin N) : ℕ) = 1 % N := rfl
    have h0 : ((0 : Fin N) : ℕ) = 0 := Nat.zero_mod N
    have h3 := congrArg Fin.val h2
    rw [Fin.val_add, h1, h0, Nat.mod_eq_of_lt (by omega : 1 < N),
      Nat.mod_eq_of_lt (by omega : 1 + 1 < N)] at h3
    omega
  simp only [ringHamiltonian, Matrix.of_apply]
  rw [if_pos rfl, if_neg hne, add_zero]

end

end RingHamiltonianHop
```

The error:

```
Main.lean:34:6: error: Tactic `rewrite` failed: Did not find an occurrence of the pattern
  if ?m.159 = ?m.159 then ?m.161 else ?m.162
in the target expression
  ((if True then Complex.exp (↑(t j) * I) else 0) + if j = j + 1 + 1 then Complex.exp (-(↑(t (j + 1)) * I)) else 0) =
    Complex.exp (↑(t j) * I)

N : ℕ
inst✝ : NeZero N
hN : 3 ≤ N
t : Fin N → ℝ
j : Fin N
hne : j ≠ j + 1 + 1
⊢ ((if True then Complex.exp (↑(t j) * I) else 0) + if j = j + 1 + 1 then Complex.exp (-(↑(t (j + 1)) * I)) else 0) =
    Complex.exp (↑(t j) * I)
```

Diagnosis. The error is at `if_pos rfl`. Unfolding the matrix gives a first conditional whose condition is `j + 1 = j + 1`. The `simp only` call does more than unfold: it also simplifies this condition to `True`, but it leaves the conditional itself in place, as the goal in the message shows.

In `if_pos rfl`, the term `rfl` proves an equation, so `rw` looks for a conditional whose condition has the form `?a = ?a`. The goal no longer has one. Its first condition is `True`, and its second, `j = j + 1 + 1`, has different sides, so the rewrite fails.

The repair replaces `rfl` with `trivial`, which here proves `True`. The pattern then becomes a conditional on `True`, which matches the first term and reduces it to the exponential. The other two rewrites are unchanged: `if_neg hne` turns the second conditional into zero, and `add_zero` removes it.

The change, after which it compiles:

```diff
@@ -32,5 +32,5 @@
     omega
   simp only [ringHamiltonian, Matrix.of_apply]
-  rw [if_pos rfl, if_neg hne, add_zero]
+  rw [if_pos trivial, if_neg hne, add_zero]
 
 end
```
